# Pauli X/Y strings with an odd number of Y commute, and exponentials of their real combinations factorise

On $n\ge 1$ qubits there are exactly $2^{n-1}$ different tensor products of Pauli $X$ and $Y$ with an odd number of $Y$ factors. Call these operators $P_s$. They commute pairwise, so for real angles $\theta_s$, with $s$ running over these odd strings only,

$$\exp\Big(i\sum_s\theta_sP_s\Big)=\prod_s e^{i\theta_sP_s},$$

with the factors in any order. For $n=4$ these are the eight strings that the Jordan–Wigner map gives for one double excitation minus its adjoint on four adjacent modes. A circuit that applies the eight rotations in turn therefore has no Trotter error for that single generator. The fermionic map itself is background here; the code starts from the strings.

In Lean 4 with Mathlib:

```lean
import Mathlib

open Matrix

namespace OddYPauliStrings

noncomputable section
```

## Strings as matrices

Write $\sigma_{\text{false}}=X$ and $\sigma_{\text{true}}=Y$.

```lean
/-- The single-qubit Pauli matrix X (for `false`) or Y (for `true`). -/
def pauliXY : Bool → Matrix (Fin 2) (Fin 2) ℂ
  | false => !![0, 1; 1, 0]
  | true => !![0, -Complex.I; Complex.I, 0]
```

A string is a map $s$ from qubits to these two labels. In the computational basis, with bit strings $a,b$, its operator has entries

$$(P_s)_{ab}=\prod_k(\sigma_{s_k})_{a_kb_k}.$$

This is the tensor product, a $2^n\times2^n$ matrix.

```lean
/-- The tensor product of the Pauli matrices X and Y chosen by `s`, as a matrix in the
computational basis of `n` qubits. -/
def pauliString {n : ℕ} (s : Fin n → Bool) : Matrix (Fin n → Fin 2) (Fin n → Fin 2) ℂ :=
  Matrix.of fun a b => ∏ k, pauliXY (s k) (a k) (b k)
```

Let $y(s)$ be the number of $Y$ factors, `numY s` in the code.

```lean
/-- The number of Y factors in a string. -/
def numY {n : ℕ} (s : Fin n → Bool) : ℕ :=
  (Finset.univ.filter fun k => s k = true).card
```

The odd strings are those with $y(s)$ odd.

```lean
/-- The X/Y strings on `n` qubits with an odd number of Y factors. -/
def oddStrings (n : ℕ) : Finset (Fin n → Bool) :=
  Finset.univ.filter fun s => Odd (numY s)
```

Put $\varepsilon_X=1$ and $\varepsilon_Y=-1$. One sign per qubit multiplies up to $\prod_k\varepsilon_{s_k}=(-1)^{y(s)}$.

```lean
/-- A factor -1 for each Y and 1 for each X multiplies up to the Y-parity of the string. -/
theorem prod_sign (R : Type*) [CommRing R] {n : ℕ} (s : Fin n → Bool) :
    ∏ k, (if s k = true then (-1 : R) else 1) = (-1) ^ numY s := by
  simp [numY, Finset.prod_ite]
```

## Products, qubit by qubit

The sum over intermediate bit strings $c$ factorises by the distributive law, which is `Finset.prod_univ_sum`:

$$(P_sP_t)_{ab}=\sum_c\prod_k(\sigma_{s_k})_{a_kc_k}(\sigma_{t_k})_{c_kb_k}=\prod_k(\sigma_{s_k}\sigma_{t_k})_{a_kb_k}.$$

```lean
/-- Two Pauli strings are multiplied qubit by qubit. -/
theorem pauliString_mul_apply {n : ℕ} (s t : Fin n → Bool) (a b : Fin n → Fin 2) :
    (pauliString s * pauliString t) a b =
      ∏ k, (pauliXY (s k) * pauliXY (t k)) (a k) (b k) := by
  simp only [Matrix.mul_apply, pauliString, Matrix.of_apply, ← Finset.prod_mul_distrib]
  rw [Finset.prod_univ_sum, Fintype.piFinset_univ]
```

Since $X^2=Y^2=1$, the entries of $P_s^2$ are $\prod_k\delta_{a_kb_k}=\delta_{ab}$. If $a\ne b$, some qubit supplies a zero factor.

```lean
/-- Every X/Y string squares to the identity. -/
theorem pauliString_sq {n : ℕ} (s : Fin n → Bool) : pauliString s * pauliString s = 1 := by
  have hk : ∀ p, pauliXY p * pauliXY p = 1 := by
    intro p
    ext i j
    cases p <;> fin_cases i <;> fin_cases j <;>
      simp [pauliXY, Matrix.mul_apply, Fin.sum_univ_two]
  ext a b
  rw [pauliString_mul_apply]
  simp only [hk, Matrix.one_apply]
  by_cases h : a = b
  · subst h
    simp
  · obtain ⟨k, hne⟩ := Function.ne_iff.mp h
    rw [if_neg h]
    exact Finset.prod_eq_zero (Finset.mem_univ k) (if_neg hne)
```

## Commutation is decided by parity

On one qubit $\sigma_p\sigma_q=\varepsilon_p\varepsilon_q\,\sigma_q\sigma_p$: equal matrices commute, and $XY=-YX$. The code checks the four cases entry by entry. Multiplying over the qubits gives

$$P_sP_t=(-1)^{y(s)+y(t)}P_tP_s.$$

```lean
/-- Exchanging two X/Y strings costs the sign (-1) to the total number of Y factors in both. -/
theorem pauliString_exchange {n : ℕ} (s t : Fin n → Bool) :
    pauliString s * pauliString t =
      (-1 : ℂ) ^ (numY s + numY t) • (pauliString t * pauliString s) := by
  -- on one qubit, X and Y anticommute and each commutes with itself
  have hk : ∀ (p q : Bool) (i j : Fin 2), (pauliXY p * pauliXY q) i j =
      ((if p = true then (-1 : ℂ) else 1) * (if q = true then (-1 : ℂ) else 1)) *
        (pauliXY q * pauliXY p) i j := by
    intro p q i j
    cases p <;> cases q <;> fin_cases i <;> fin_cases j <;>
      simp [pauliXY, Matrix.mul_apply, Fin.sum_univ_two]
  ext a b
  rw [Matrix.smul_apply, pauliString_mul_apply, pauliString_mul_apply, smul_eq_mul, pow_add,
    ← prod_sign ℂ s, ← prod_sign ℂ t, ← Finset.prod_mul_distrib, ← Finset.prod_mul_distrib]
  exact Finset.prod_congr rfl fun k _ => hk _ _ _ _
```

If the parities agree, the sign is $+1$ and the strings commute. If they differ and the strings still commuted, then $P_sP_t=-P_sP_t$, so $P_sP_t=0$. Multiplying by $P_s$ from the left gives $P_t=0$, which contradicts $P_t^2=1$.

```lean
/-- Two X/Y strings commute exactly when their numbers of Y factors have the same parity. -/
theorem commute_iff {n : ℕ} (s t : Fin n → Bool) :
    Commute (pauliString s) (pauliString t) ↔ (Odd (numY s) ↔ Odd (numY t)) := by
  have hx := pauliString_exchange s t
  constructor
  · intro hc
    by_contra hne
    have hodd : Odd (numY s + numY t) := by
      rw [Nat.odd_add, ← Nat.not_odd_iff_even]
      tauto
    rw [hodd.neg_one_pow, ← hc.eq] at hx
    -- the product equals its own negative, yet both factors are invertible
    have h2 : (2 : ℂ) • (pauliString s * pauliString t) = 0 := by
      linear_combination (norm := module) hx
    have h0 := (smul_eq_zero.mp h2).resolve_left two_ne_zero
    have ht : pauliString t = 0 := by
      rw [← one_mul (pauliString t), ← pauliString_sq s, mul_assoc, h0, mul_zero]
    have h1 := pauliString_sq t
    rw [ht, mul_zero] at h1
    exact zero_ne_one h1
  · intro h
    have he : Even (numY s + numY t) := by
      rw [Nat.even_add, ← Nat.not_odd_iff_even, ← Nat.not_odd_iff_even]
      tauto
    rw [he.neg_one_pow, one_smul] at hx
    exact hx
```

## Counting the operators

The trace also factorises, and $\operatorname{tr}(\sigma_p\sigma_q)=2\delta_{pq}$, so $\operatorname{tr}(P_sP_t)=2^n\delta_{st}$.

```lean
/-- The trace of the product of two X/Y strings is `2 ^ n` if the strings are equal and 0 otherwise.
-/
theorem trace_mul {n : ℕ} (s t : Fin n → Bool) :
    Matrix.trace (pauliString s * pauliString t) = if s = t then (2 : ℂ) ^ n else 0 := by
  have hprod : Matrix.trace (pauliString s * pauliString t) =
      ∏ k, Matrix.trace (pauliXY (s k) * pauliXY (t k)) := by
    simp only [Matrix.trace, Matrix.diag_apply, pauliString_mul_apply]
    rw [Finset.prod_univ_sum, Fintype.piFinset_univ]
  have hk : ∀ p q, Matrix.trace (pauliXY p * pauliXY q) = if p = q then (2 : ℂ) else 0 := by
    intro p q
    cases p <;> cases q <;>
      simp [pauliXY, Matrix.trace_fin_two] <;> norm_num
  rw [hprod]
  simp only [hk]
  by_cases h : s = t
  · subst h
    simp
  · obtain ⟨k, hne⟩ := Function.ne_iff.mp h
    rw [if_neg h]
    exact Finset.prod_eq_zero (Finset.mem_univ k) (if_neg hne)
```

Different labels therefore give different operators: if $P_s=P_t$ with $s\ne t$, the same trace would be both $0$ and $2^n$. It remains to count labels. For $n\ge1$,

$$\sum_s(-1)^{y(s)}=\prod_k(1-1)=0,$$

and hence

$$2\,\#\{\text{odd }s\}=\sum_s\big(1-(-1)^{y(s)}\big)=2^n.$$

The theorem counts the image of `oddStrings n` under `pauliString`, that is, matrices and not just labels. At $n=0$ the only string is empty and even, so there are no odd ones.

```lean
/-- On `n ≥ 1` qubits there are exactly `2 ^ (n - 1)` different operators that are X/Y strings
with an odd number of Y factors. -/
theorem card_oddStrings {n : ℕ} (hn : 1 ≤ n) :
    ((oddStrings n).image pauliString).card = 2 ^ (n - 1) := by
  -- different strings are different operators, by the trace formula
  have hinj : Function.Injective (pauliString (n := n)) := by
    intro s t h
    by_contra hne
    have h1 := trace_mul s t
    rw [if_neg hne, ← h, trace_mul s s, if_pos rfl] at h1
    exact pow_ne_zero _ two_ne_zero h1
  rw [Finset.card_image_of_injective _ hinj]
  obtain ⟨m, rfl⟩ : ∃ m, n = m + 1 := ⟨n - 1, by omega⟩
  -- odd and even strings balance
  have hzero : ∑ s : Fin (m + 1) → Bool, (-1 : ℤ) ^ numY s = 0 := by
    have h : ∏ _k : Fin (m + 1), ∑ b : Bool, (if b = true then (-1 : ℤ) else 1) =
        ∑ s : Fin (m + 1) → Bool, ∏ k, (if s k = true then (-1 : ℤ) else 1) := by
      rw [Finset.prod_univ_sum, Fintype.piFinset_univ]
    simp only [← prod_sign ℤ]
    rw [← h]
    exact Finset.prod_eq_zero (Finset.mem_univ 0) (by rw [Fintype.sum_bool]; norm_num)
  have hcount : 2 * ((oddStrings (m + 1)).card : ℤ) =
      ∑ s : Fin (m + 1) → Bool, (1 - (-1 : ℤ) ^ numY s) := by
    rw [oddStrings, Finset.card_filter, Nat.cast_sum, Finset.mul_sum]
    refine Finset.sum_congr rfl fun s _ => ?_
    by_cases h : Odd (numY s)
    · rw [if_pos h, h.neg_one_pow]
      norm_num
    · rw [if_neg h, (Nat.not_odd_iff_even.mp h).neg_one_pow]
      norm_num
  have hall : ∑ _s : Fin (m + 1) → Bool, (1 : ℤ) = 2 ^ (m + 1) := by simp
  rw [Finset.sum_sub_distrib, hzero, hall, sub_zero, pow_succ] at hcount
  rw [Nat.add_sub_cancel]
  have hfin : ((oddStrings (m + 1)).card : ℤ) = ((2 ^ m : ℕ) : ℤ) := by
    push_cast
    linarith
  exact_mod_cast hfin
```

## Splitting the exponential

Take a list of odd strings. The empty list gives $e^0=1$. For a list starting with $s$, let $A=i\theta_sP_s$ and let $B$ be the sum of the remaining terms. $A$ commutes with each term of $B$, hence with $B$, so $e^{A+B}=e^Ae^B$, and the induction hypothesis splits $e^B$.

```lean
/-- For any finite sequence of X/Y strings with odd numbers of Y, the exponential of the summed
generators is the product of the individual exponentials. -/
theorem exp_list {n : ℕ} (θ : (Fin n → Bool) → ℝ) (l : List (Fin n → Bool))
    (hl : ∀ s ∈ l, Odd (numY s)) :
    NormedSpace.exp ((l.map fun s => (Complex.I * (θ s : ℂ)) • pauliString s).sum) =
      (l.map fun s => NormedSpace.exp ((Complex.I * (θ s : ℂ)) • pauliString s)).prod := by
  induction l with
  | nil => simp [NormedSpace.exp_zero]
  | cons s l ih =>
    have hcomm : Commute ((Complex.I * (θ s : ℂ)) • pauliString s)
        ((l.map fun s => (Complex.I * (θ s : ℂ)) • pauliString s).sum) := by
      refine Commute.list_sum_right _ _ fun b hb => ?_
      obtain ⟨t, ht, rfl⟩ := List.mem_map.mp hb
      have hst := (commute_iff s t).mpr
        (iff_of_true (hl s List.mem_cons_self) (hl t (List.mem_cons_of_mem _ ht)))
      exact (hst.smul_left _).smul_right _
    simp only [List.map_cons, List.sum_cons, List.prod_cons]
    rw [Matrix.exp_add_of_commute _ _ hcomm, ih fun t ht => hl t (List.mem_cons_of_mem _ ht)]
```

For the full combination, an order of the factors is a list `l` without repeats (`l.Nodup`) whose members are exactly the odd strings. The sum over the set then equals the sum along the list, and the previous result applies.

```lean
/-- The exponential of `i` times a real combination of all X/Y strings with an odd number of Y
equals the product of the individual exponentials, taken in any order `l` that lists each such
string once. -/
theorem exp_oddStrings {n : ℕ} (θ : (Fin n → Bool) → ℝ) (l : List (Fin n → Bool))
    (hnd : l.Nodup) (hl : l.toFinset = oddStrings n) :
    NormedSpace.exp (Complex.I • ∑ s ∈ oddStrings n, (θ s : ℂ) • pauliString s) =
      (l.map fun s => NormedSpace.exp ((Complex.I * (θ s : ℂ)) • pauliString s)).prod := by
  have hodd : ∀ s ∈ l, Odd (numY s) := by
    intro s hs
    have hmem : s ∈ oddStrings n := hl ▸ List.mem_toFinset.mpr hs
    exact (Finset.mem_filter.mp hmem).2
  rw [Finset.smul_sum]
  simp only [smul_smul]
  rw [← hl, List.sum_toFinset _ hnd]
  exact exp_list θ l hodd

end

end OddYPauliStrings
```

```lean
#print axioms OddYPauliStrings.card_oddStrings
#print axioms OddYPauliStrings.exp_oddStrings
```

```
'OddYPauliStrings.card_oddStrings' depends on axioms: [propext, Classical.choice, Quot.sound]
'OddYPauliStrings.exp_oddStrings' depends on axioms: [propext, Classical.choice, Quot.sound]
```

## Two qubits with angles π/4

For $n=2$ the odd strings are $X\otimes Y$ and $Y\otimes X$. Their product in either order is $Z\otimes Z$. With both angles $\pi/4$, each factor is $(1+iP)/\sqrt2$, and

$$e^{i\frac{\pi}{4}(X\otimes Y+Y\otimes X)}=\tfrac12\big(1+i\,X\otimes Y+i\,Y\otimes X-Z\otimes Z\big).$$

Both strings send $|00\rangle$ to $i|11\rangle$, so the result on $|00\rangle$ is $\tfrac12(|00\rangle-2|11\rangle-|00\rangle)=-|11\rangle$.

## Mixed parity can break the factorisation

Without the oddness condition, take $X$ and $Y$ on one qubit with both angles $\pi/2$. The product of exponentials is $(iX)(iY)=-iZ$. The exponential of the sum is

$$\cos\frac{\pi}{\sqrt2}+i\sin\frac{\pi}{\sqrt2}\,\frac{X+Y}{\sqrt2},$$

which has no $Z$ component, so the two differ.
